# Bath parity and zero modes of a non-interacting impurity with a particle-hole symmetric discrete bath

Take an impurity level at zero energy, coupled by nonzero real amplitudes $V_k$ to $n$ bath levels with distinct real energies $e_k$. The one-electron Hamiltonian $H$ has a zero mode, that is, a nonzero vector $x$ with $Hx=0$, exactly when

$$
e_k\neq 0\ \text{ for all } k
\qquad\text{and}\qquad
\sum_k \frac{V_k^2}{e_k}=0 .
$$

If the bath is also particle-hole symmetric, so that its levels pair up as $\pm e$ with equal $V^2$ (a level at zero being its own partner), a zero mode exists exactly when $n$ is even. If some bath level lies at zero, $H$ is invertible and the impurity entry of $H^{-1}$ is zero.

## Choosing the number of bath levels

An exact-diagonalisation impurity solver, as used in DMFT, represents the bath by a finite number of levels. Suppose the whole impurity problem is particle-hole symmetric, the fitted bath has distinct levels and nonzero couplings, and the interaction is written as $U(n_\uparrow-\tfrac12)(n_\downarrow-\tfrac12)$, so that the impurity level in the one-electron part lies at the chemical potential. Then the choice of $n$ decides whether this non-interacting part has an orbital exactly at zero energy.

The difference shows up in the non-interacting impurity Green function $G(z)=[(z-H)^{-1}]_{\mathrm{imp},\mathrm{imp}}$. For odd $n$ it vanishes at $z=0$, because $G(0)$ is minus the impurity entry of $H^{-1}$. For even $n$ it has a pole there, and a routine that solves a linear system with $H$ itself meets a singular matrix. With the chemical potential at zero, the zero orbital can be empty or filled at no cost in energy, so the non-interacting many-electron ground state is degenerate.

A symmetric continuous bath with a smooth, nonzero hybridisation at zero energy instead gives $G(z)$ a finite, nonzero limit as $z$ approaches zero from the upper half-plane. For such a bath the alternation with $n$ is therefore an artifact of the discretisation.

## Eliminating the bath amplitudes

Write $x_{\mathrm{imp}}$ for the impurity amplitude of a one-electron state and $x_k$ for its amplitude on bath level $k$. The rows of $Hx$ are

$$
(Hx)_{\mathrm{imp}}=\sum_k V_k x_k,\qquad
(Hx)_k=V_k x_{\mathrm{imp}}+e_k x_k .
$$

**A level at zero.** Let $e_{k_0}=0$ and $Hx=0$. Row $k_0$ reads $V_{k_0}x_{\mathrm{imp}}=0$, so $x_{\mathrm{imp}}=0$. For $k\neq k_0$ the bath row becomes $e_kx_k=0$. Since the levels are distinct, $e_k\neq0$, and so $x_k=0$. The impurity row is now $V_{k_0}x_{k_0}=0$, which gives $x_{k_0}=0$. Only the zero vector is annihilated, and $H$ is invertible.

For the inverse, let $g$ be the impurity column of $H^{-1}$. Then $Hg$ has entry 1 on the impurity and 0 elsewhere. Row $k_0$ gives $V_{k_0}g_{\mathrm{imp}}=0$, hence $(H^{-1})_{\mathrm{imp},\mathrm{imp}}=0$.

**No level at zero.** If $Hx=0$, the bath rows give $x_k=-(V_k/e_k)\,x_{\mathrm{imp}}$. Substitution into the impurity row yields

$$
-\Big(\sum_k \frac{V_k^2}{e_k}\Big)x_{\mathrm{imp}}=0 .
$$

If $x_{\mathrm{imp}}$ were zero, every $x_k$ would be zero too. A zero mode therefore has $x_{\mathrm{imp}}\neq0$, and the sum must vanish. Conversely, if the sum vanishes, the vector with $x_{\mathrm{imp}}=1$ and $x_k=-V_k/e_k$ satisfies every row.

That vector has squared norm $1+\sum_k V_k^2/e_k^2$. After normalisation, the impurity weight of the mode is

$$
\frac{1}{1+\sum_k V_k^2/e_k^2}.
$$

The elimination also shows that the mode is unique up to a factor. The Lean file proves neither this uniqueness nor the weight.

**A symmetric bath.** Let $\sigma$ be a map of the bath labels with $\sigma(\sigma(k))=k$, $e_{\sigma(k)}=-e_k$ and $V_{\sigma(k)}^2=V_k^2$. A level with $\sigma(k)=k$ has $e_k=-e_k$, so it lies at zero.

Suppose there is a zero mode. Then no level lies at zero, $\sigma$ has no fixed point, and the levels form pairs. Hence $n$ is even.

Suppose instead that $n$ is even. If some $e_{k_0}$ were zero, then $e_{\sigma(k_0)}=0$ as well, and distinctness would force $\sigma(k_0)=k_0$. The other levels would be nonzero and would form pairs among themselves, which makes $n$ odd, a contradiction. So no level lies at zero. Relabelling the sum by $\sigma$ gives

$$
S=\sum_k\frac{V_k^2}{e_k}
=\sum_k\frac{V_{\sigma(k)}^2}{e_{\sigma(k)}}=-S,
$$

so $S=0$ and the zero mode exists.

**The smallest baths.** For $n=0$ the matrix is the single entry 0, and the bare impurity is the zero mode. For $n=1$ symmetry puts the level at zero. The matrix is then $\begin{pmatrix}0&V\\V&0\end{pmatrix}$, with eigenvalues $\pm V$ and no zero mode. For $n=2$ with levels $\pm\varepsilon$, $\varepsilon>0$, and equal couplings $V$, the mode is proportional to $(1,-V/\varepsilon,V/\varepsilon)$, with impurity weight $1/(1+2V^2/\varepsilon^2)$.

## Lean file for the impurity and its bath

```lean
import Mathlib

open Matrix

namespace AndersonBathParity

variable {ι : Type*} [Fintype ι] [DecidableEq ι]

/-- One-electron Hamiltonian of an impurity level at zero energy (`none`) coupled by `V k`
to bath levels of energy `e k` (`some k`). -/
def starH (V e : ι → ℝ) : Matrix (Option ι) (Option ι) ℝ :=
  Matrix.of fun i j =>
    match i, j with
    | none, none => 0
    | none, some k => V k
    | some k, none => V k
    | some k, some l => if k = l then e k else 0

/-- The Hamiltonian has a zero mode: a nonzero one-electron state that it annihilates. -/
def HasZeroMode (V e : ι → ℝ) : Prop :=
  ∃ x : Option ι → ℝ, x ≠ 0 ∧ starH V e *ᵥ x = 0

/-- Impurity row: the Hamiltonian feeds the impurity from the bath amplitudes. -/
theorem mulVec_none (V e : ι → ℝ) (x : Option ι → ℝ) :
    (starH V e *ᵥ x) none = ∑ k, V k * x (some k) := by
  simp [starH, Matrix.mulVec, dotProduct, Fintype.sum_option]

/-- Bath row: a bath level is fed by the impurity and by its own energy. -/
theorem mulVec_some (V e : ι → ℝ) (x : Option ι → ℝ) (k : ι) :
    (starH V e *ᵥ x) (some k) = V k * x none + e k * x (some k) := by
  simp [starH, Matrix.mulVec, dotProduct, Fintype.sum_option]

/-- If the bath levels are distinct and one of them lies at zero energy with nonzero coupling
to the impurity, the Hamiltonian is invertible. -/
theorem isUnit_of_zero_level (V e : ι → ℝ) (he : Function.Injective e) (k₀ : ι)
    (h0 : e k₀ = 0) (hV : V k₀ ≠ 0) : IsUnit (starH V e) := by
  rw [Matrix.isUnit_iff_isUnit_det, isUnit_iff_ne_zero]
  intro hdet
  obtain ⟨x, hx, hxe⟩ := Matrix.exists_mulVec_eq_zero_iff.mpr hdet
  have row : ∀ k, V k * x none + e k * x (some k) = 0 := fun k => by
    rw [← mulVec_some, hxe]; rfl
  -- the row of the zero level removes the impurity amplitude
  have hn : x none = 0 := by
    have h := row k₀
    rw [h0, zero_mul, add_zero] at h
    exact (mul_eq_zero.mp h).resolve_left hV
  -- the other bath rows remove the other bath amplitudes
  have hk : ∀ k, k ≠ k₀ → x (some k) = 0 := fun k hne => by
    have h := row k
    rw [hn, mul_zero, zero_add] at h
    exact (mul_eq_zero.mp h).resolve_left fun h' => hne (he (h'.trans h0.symm))
  -- the impurity row removes what is left
  have hk₀ : x (some k₀) = 0 := by
    have h : ∑ k, V k * x (some k) = 0 := by
      rw [← mulVec_none V e, hxe]; rfl
    rw [Finset.sum_eq_single k₀ (fun k _ hne => by rw [hk k hne, mul_zero])
      (fun h' => absurd (Finset.mem_univ k₀) h')] at h
    exact (mul_eq_zero.mp h).resolve_left hV
  apply hx
  funext i
  cases i with
  | none => exact hn
  | some k =>
    by_cases h : k = k₀
    · rw [h]; exact hk₀
    · exact hk k h

/-- If the bath levels are distinct and one of them lies at zero energy with nonzero coupling
to the impurity, the impurity entry of the inverse Hamiltonian vanishes. -/
theorem inv_impurity_eq_zero (V e : ι → ℝ) (he : Function.Injective e) (k₀ : ι)
    (h0 : e k₀ = 0) (hV : V k₀ ≠ 0) : (starH V e)⁻¹ none none = 0 := by
  have hu := (Matrix.isUnit_iff_isUnit_det _).mp (isUnit_of_zero_level V e he k₀ h0 hV)
  have h := congrFun (congrFun (Matrix.mul_nonsing_inv (starH V e) hu) (some k₀)) none
  change (starH V e *ᵥ fun l => (starH V e)⁻¹ l none) (some k₀) = _ at h
  rw [mulVec_some, h0, zero_mul, add_zero, Matrix.one_apply_ne (by simp)] at h
  exact (mul_eq_zero.mp h).resolve_left hV

/-- If no bath level lies at zero energy, a zero mode exists exactly when the sum of
`V k ^ 2 / e k` over the bath vanishes. -/
theorem hasZeroMode_iff_sum (V e : ι → ℝ) (he : ∀ k, e k ≠ 0) :
    HasZeroMode V e ↔ ∑ k, V k ^ 2 / e k = 0 := by
  constructor
  · rintro ⟨x, hx, hxe⟩
    -- eliminate the bath amplitudes
    have hk : ∀ k, x (some k) = -(V k / e k) * x none := fun k => by
      have h : V k * x none + e k * x (some k) = 0 := by
        rw [← mulVec_some, hxe]; rfl
      have hek := he k
      field_simp
      linarith
    have hs : ∑ k, V k * x (some k) = 0 := by
      rw [← mulVec_none V e, hxe]; rfl
    have hs' : ∑ k, V k * x (some k) = (∑ k, V k ^ 2 / e k) * (-x none) := by
      rw [Finset.sum_mul]
      exact Finset.sum_congr rfl fun k _ => by rw [hk k]; ring
    rw [hs'] at hs
    refine (mul_eq_zero.mp hs).resolve_right fun hn => hx ?_
    have hn' : x none = 0 := neg_eq_zero.mp hn
    funext i
    cases i with
    | none => exact hn'
    | some k => rw [hk k, hn', mul_zero]; rfl
  · intro hS
    refine ⟨fun i => i.elim 1 fun k => -(V k / e k), fun h => ?_, ?_⟩
    · exact one_ne_zero (α := ℝ) (congrFun h none)
    · funext i
      cases i with
      | none =>
        rw [mulVec_none]
        change ∑ k, V k * -(V k / e k) = 0
        rw [← neg_eq_zero, ← Finset.sum_neg_distrib, ← hS]
        exact Finset.sum_congr rfl fun k _ => by ring
      | some k =>
        rw [mulVec_some]
        change V k * 1 + e k * -(V k / e k) = 0
        have hek := he k
        have h : e k * (V k / e k) = V k := by field_simp
        linear_combination -h

/-- For distinct bath levels and nonzero couplings, a zero mode exists exactly when no bath
level lies at zero energy and the sum of `V k ^ 2 / e k` vanishes. -/
theorem hasZeroMode_iff (V e : ι → ℝ) (he : Function.Injective e) (hV : ∀ k, V k ≠ 0) :
    HasZeroMode V e ↔ (∀ k, e k ≠ 0) ∧ ∑ k, V k ^ 2 / e k = 0 := by
  constructor
  · intro h
    have h0 : ∀ k, e k ≠ 0 := fun k hk => by
      have hu := isUnit_of_zero_level V e he k hk (hV k)
      rw [Matrix.isUnit_iff_isUnit_det, isUnit_iff_ne_zero] at hu
      exact hu (Matrix.exists_mulVec_eq_zero_iff.mp h)
    exact ⟨h0, (hasZeroMode_iff_sum V e h0).mp h⟩
  · rintro ⟨h0, hS⟩
    exact (hasZeroMode_iff_sum V e h0).mpr hS

omit [Fintype ι] [DecidableEq ι] in
/-- A finite set of levels that an involution maps to itself without fixed points has an even
number of members. -/
theorem even_card_of_paired (s : Finset ι) (σ : ι → ι) (hσ : Function.Involutive σ)
    (hs : ∀ k ∈ s, σ k ∈ s) (hfix : ∀ k ∈ s, σ k ≠ k) : Even s.card := by
  have h : ∑ _k ∈ s, (1 : ZMod 2) = 0 :=
    Finset.sum_involution (fun k _ => σ k)
      (fun _ _ => (show (1 : ZMod 2) + 1 = 0 by decide))
      (fun k hk _ => hfix k hk) hs (fun k _ => hσ k)
  rw [Finset.sum_const, nsmul_eq_mul, mul_one] at h
  exact even_iff_two_dvd.mpr ((CharP.cast_eq_zero_iff (ZMod 2) 2 s.card).mp h)

/-- Bath-parity rule: let the bath levels be distinct, the couplings nonzero, and let a pairing
`σ` of the bath reverse the energies and preserve the squared couplings. Then a zero mode exists
exactly when the number of bath levels is even. -/
theorem hasZeroMode_iff_even (V e : ι → ℝ) (he : Function.Injective e) (hV : ∀ k, V k ≠ 0)
    (σ : ι → ι) (hσ : Function.Involutive σ) (heσ : ∀ k, e (σ k) = -e k)
    (hVσ : ∀ k, V (σ k) ^ 2 = V k ^ 2) :
    HasZeroMode V e ↔ Even (Fintype.card ι) := by
  -- a level paired with itself lies at zero energy
  have hfix : ∀ k, σ k = k → e k = 0 := fun k hk => by
    have h := heσ k
    rw [hk] at h
    linarith
  rw [hasZeroMode_iff V e he hV]
  constructor
  · rintro ⟨h0, _⟩
    exact even_card_of_paired Finset.univ σ hσ (fun _ _ => Finset.mem_univ _)
      fun k _ hk => h0 k (hfix k hk)
  · intro heven
    constructor
    · -- a zero level would be the only unpaired one and make the number odd
      intro k₀ h0
      have hk₀ : σ k₀ = k₀ := he (by rw [heσ, h0, neg_zero])
      have h1 : Even (Finset.univ.erase k₀).card := by
        refine even_card_of_paired _ σ hσ (fun k hk => ?_) fun k hk h => ?_
        · refine Finset.mem_erase.mpr ⟨fun h => ?_, Finset.mem_univ _⟩
          exact Finset.ne_of_mem_erase hk (by rw [← hσ k, h, hk₀])
        · exact Finset.ne_of_mem_erase hk (he ((hfix k h).trans h0.symm))
      have h2 := Finset.card_erase_add_one (Finset.mem_univ k₀)
      rw [Finset.card_univ] at h2
      obtain ⟨a, ha⟩ := h1
      obtain ⟨b, hb⟩ := heven
      omega
    · -- paired levels cancel in the sum
      have h := Equiv.sum_comp (hσ.toPerm σ) (fun k => V k ^ 2 / e k)
      simp only [Function.Involutive.coe_toPerm, hVσ, heσ, div_neg,
        Finset.sum_neg_distrib] at h
      linarith

/-- Three bath levels at energies 1, 2, -3 with couplings 1, 2, 3 have a zero mode, although
their number is odd. -/
theorem odd_asymmetric_bath_zero_mode :
    HasZeroMode (![1, 2, 3] : Fin 3 → ℝ) ![1, 2, -3] := by
  rw [hasZeroMode_iff_sum _ _ (fun k => by fin_cases k <;> norm_num)]
  norm_num [Fin.sum_univ_succ]

end AndersonBathParity
```

```lean
#print axioms AndersonBathParity.inv_impurity_eq_zero
-- 'AndersonBathParity.inv_impurity_eq_zero' depends on axioms: [propext, Classical.choice, Quot.sound]
#print axioms AndersonBathParity.hasZeroMode_iff_even
-- 'AndersonBathParity.hasZeroMode_iff_even' depends on axioms: [propext, Classical.choice, Quot.sound]
#print axioms AndersonBathParity.odd_asymmetric_bath_zero_mode
-- 'AndersonBathParity.odd_asymmetric_bath_zero_mode' depends on axioms: [propext, Classical.choice, Quot.sound]
```

## Which Hamiltonians the theorems describe

The bath labels form a finite type `ι`, and the one-electron basis is `Option ι`: `none` is the impurity and `some k` is bath level `k`. The matrix `starH V e` has a zero impurity entry, the couplings `V k` in the impurity row and column, and the energies `e k` on the bath diagonal. `HasZeroMode V e` says that some nonzero real vector is annihilated by this matrix. The vector need not be normalised.

The main statements are `hasZeroMode_iff`, the criterion for distinct levels and nonzero couplings, and `hasZeroMode_iff_even`, the parity rule. Distinctness is `Function.Injective e`, and the number of levels is `Fintype.card ι`. The theorems `isUnit_of_zero_level` and `inv_impurity_eq_zero` treat a bath with a level at zero.

The hypotheses have the following physical content.

- **Impurity level at zero.** Energies are measured from the impurity level. In a particle-hole symmetric calculation this is also the chemical potential if the interaction is written as $U(n_\uparrow-\tfrac12)(n_\downarrow-\tfrac12)$. If it is written as $Un_\uparrow n_\downarrow$, the bare level lies at $-U/2$ from the chemical potential, and the shift $U/2$ has to be added to it before the parity rule applies.
- **Nonzero couplings.** Every listed level hybridises with the impurity. A decoupled level at zero energy would be a zero mode by itself.
- **Distinct levels.** Two levels at zero have a combination that decouples from the impurity and remains a zero mode, which spoils invertibility. This example excludes only a second level at zero; it says nothing against degeneracy elsewhere. Indeed `hasZeroMode_iff_sum`, which assumes that no level is at zero, needs neither distinct levels nor nonzero couplings.
- **The pairing `σ`.** This is particle-hole symmetry of the bath. Only squared couplings are compared, so the signs of the $V_k$ are free.

Lean evaluates division by zero as zero, so the condition `∀ k, e k ≠ 0` in `hasZeroMode_iff` does real work: for a single level at zero the sum evaluates to 0, yet there is no zero mode.

The theorem `odd_asymmetric_bath_zero_mode` shows that distinct levels and nonzero couplings alone do not give the parity rule. For energies $1,2,-3$ and couplings $1,2,3$ the sum is $1+2-3=0$. The normalised mode is $\tfrac12(1,-1,-1,1)$, with impurity weight $1/4$.

The model is a real one-electron matrix for one spin species. It contains no Coulomb repulsion $U$, so the theorems do not settle the ground-state degeneracy of the interacting impurity. They also concern real numbers and not floating-point ones. A fitted bath that is only nearly symmetric can have a small nonzero eigenvalue where the symmetric bath has zero, and a code needs its own tolerance to recognise it.

## From matrix rows to a count modulo two

The lemmas `mulVec_none` and `mulVec_some` are the two row formulas. In both, `simp` expands the matrix product and splits the sum over `Option ι` into the impurity term and the bath terms.

In `isUnit_of_zero_level`, invertibility is turned into a nonzero determinant. If the determinant were zero, `Matrix.exists_mulVec_eq_zero_iff` would supply a nonzero annihilated vector. The steps `hn`, `hk` and `hk₀` then remove the impurity amplitude, the other bath amplitudes and the amplitude on level `k₀`, in the order of the derivation. `Finset.sum_eq_single` reduces the impurity row to its one surviving term. The proof of `inv_impurity_eq_zero` reads off row `some k₀` and column `none` of the product of the matrix with its inverse.

The forward half of `hasZeroMode_iff_sum` solves the bath rows in `hk` and inserts the result into the impurity row in `hs'`. The reverse half supplies the vector with impurity amplitude 1 and checks both kinds of row. `hasZeroMode_iff` joins this criterion to the invertibility theorem, which rules out a level at zero whenever a zero mode exists.

The pairing argument is `even_card_of_paired`. It adds up a 1 for each member of the set in the integers modulo 2. `Finset.sum_involution` cancels the paired terms because $1+1=0$ there, so the number of members is divisible by 2.

`hasZeroMode_iff_even` applies this lemma to the whole bath in one direction. In the other, it applies it to the bath without a supposed zero level, and `omega` finds the contradiction between the two even counts. The relabelling $S=-S$ comes from `Equiv.sum_comp`, and `linarith` concludes that the sum is zero. For the three-level example, `fin_cases` splits the condition that no energy is zero into three cases, and `norm_num` settles them and evaluates the sum.
